# Repulsion lowers the ground-state charge transfer of an asymmetric Hubbard dimer with nonzero hopping

Two electrons in a singlet share two sites with energies \(d/2\) and \(-d/2\). They hop with amplitude \(t\) and pay \(U\), the on-site Coulomb energy, when they meet on one site. Let \(a\), \(b\), \(c\) be the amplitudes for both electrons on site 1, both on site 2, and one on each.

Take \(t=\sqrt2/2\) and \(d=1/2\). At \(U=0\) the ground vector is \((1,2,2)/3\), with \(a^2-b^2=-1/3\). At \(U=5/3\) it is \((2,3,6)/7\), with \(a^2-b^2=-5/49\). Repulsion has moved weight into \(c\), and less charge collects on the lower site.

## Two factors that both reduce the transfer

**Claim.** For \(t\neq0\), \(d\neq0\) and \(U>0\), every real unit ground vector satisfies
\[ |a^2-b^2|<\frac{|d|}{\sqrt{d^2+4t^2}}, \]
where the right-hand side is the value at \(U=0\). The site occupations are \(2a^2+c^2\) and \(2b^2+c^2\), so \(a^2-b^2\) is half their difference.

Let \(e\) be the ground energy and \(w=U-e\). The eigenvalue equations are
\[ (w+d)a=\sqrt2\,tc,\qquad (w-d)b=\sqrt2\,tc,\qquad ec=-\sqrt2\,t(a+b). \]

The trial states with both electrons on one site give \(e\le U\pm d\), so \(w\ge|d|\). If \(w=-d\), the first equation gives \(c=0\), the third \(b=-a\), and the second \(-2db=0\), so the vector vanishes. The case \(w=d\) is the same with \(a\) and \(b\) exchanged. Hence \(w>|d|\). Then \(c=0\) would force \(a=b=0\), so \(c\neq0\).

Multiply the third equation by \(w^2-d^2\) and insert the first two: \(ec(w^2-d^2)=-4t^2wc\). Cancelling \(c\) and putting \(e=U-w\) gives
\[ w(w^2-d^2-4t^2)=U(w^2-d^2). \]

The product of the first two equations is \(ab(w^2-d^2)=2t^2c^2\). Multiply the secular equation by \(c^2\), replace \(4t^2c^2\) by \(2ab(w^2-d^2)\), and cancel \(w^2-d^2>0\):
\[ w(c^2-2ab)=Uc^2,\qquad (a+b)^2=1-(c^2-2ab)=1-\frac{Uc^2}{w}. \]

Subtracting the first two equations gives \(w(a-b)=-d(a+b)\). Multiplying by \(a+b\) and taking absolute values,
\[ |a^2-b^2|=\frac{|d|\,(a+b)^2}{w}. \]

For \(U>0\), the secular equation gives \(w>\sqrt{d^2+4t^2}\), and \((a+b)^2<1\), which proves the claim. At \(U=0\) both relations are equalities; for \(U<0\), an effective attraction, both reverse.

Strictness needs both nonzero conditions. At \(d=0\), \(t=U=1\), both sides are zero. At \(t=0\), \(U=1\), \(d=2\), the ground vector \((0,1,0)\) gives \(1\) on both sides.

In lattice density functional theory the site occupations are the density; for this two-site model with \(U>0\), \(t\neq0\) and \(d\neq0\), a noninteracting calculation with the bare site energies therefore overestimates the size of the density difference.

## The matrix and its ground vectors in Lean

```lean
import Mathlib

open Matrix

namespace HubbardDimerScreening
```

The singlet Hamiltonian is entered directly as a real matrix. Its derivation from the two-electron Hubbard Hamiltonian is the step left to the reader.

```lean
/-- The singlet Hamiltonian of the Hubbard dimer with hopping `t`, repulsion `U` and site
asymmetry `d`, in the basis (both electrons on site 1, both on site 2, one on each). -/
noncomputable def singletMatrix (t U d : ℝ) : Matrix (Fin 3) (Fin 3) ℝ :=
  !![U + d, 0, -(Real.sqrt 2 * t);
     0, U - d, -(Real.sqrt 2 * t);
     -(Real.sqrt 2 * t), -(Real.sqrt 2 * t), 0]
```

A ground vector is normalized, solves \(Hv=ev\), and has an energy no real trial vector can beat. Lean's indices 0, 1, 2 carry \(a\), \(b\), \(c\). The theorems take such a vector as given.

```lean
/-- `v` is a real unit ground vector of `H` with energy `e`: a normalized eigenvector whose
eigenvalue bounds the energy of every real trial vector from below. -/
def IsGroundVector (H : Matrix (Fin 3) (Fin 3) ℝ) (e : ℝ) (v : Fin 3 → ℝ) : Prop :=
  v ⬝ᵥ v = 1 ∧ H *ᵥ v = e • v ∧ ∀ x : Fin 3 → ℝ, e * (x ⬝ᵥ x) ≤ x ⬝ᵥ (H *ᵥ x)
```

## From the eigenvalue equations to the charge balance

The first lemma reads off the normalization and the three component equations.

```lean
variable {t U d e a b c : ℝ}

/-- Normalization and the stationary Schrödinger equation of a ground vector, written out
in its three amplitudes. -/
theorem ground_equations (h : IsGroundVector (singletMatrix t U d) e ![a, b, c]) :
    a ^ 2 + b ^ 2 + c ^ 2 = 1 ∧ (U - e + d) * a = Real.sqrt 2 * t * c ∧
      (U - e - d) * b = Real.sqrt 2 * t * c ∧ e * c = -(Real.sqrt 2 * t * (a + b)) := by
  obtain ⟨hn, he, -⟩ := h
  have h0 := congrFun he 0
  have h1 := congrFun he 1
  have h2 := congrFun he 2
  simp [singletMatrix, Matrix.mulVec, dotProduct, Fin.sum_univ_three] at hn h0 h1 h2
  exact ⟨by linear_combination hn, by linear_combination h0, by linear_combination h1,
    by linear_combination -h2⟩
```

Here `e1` and `e2` are the two trial-state bounds, while `n1` and `n2` exclude equality.

```lean
/-- For nonzero hopping and asymmetry, the ground energy lies strictly below both ionic levels
`U + d` and `U - d`, and the ground vector has a nonzero covalent amplitude `c`. -/
theorem below_ionic_levels (ht : t ≠ 0) (hd : d ≠ 0)
    (h : IsGroundVector (singletMatrix t U d) e ![a, b, c]) : |d| < U - e ∧ c ≠ 0 := by
  obtain ⟨hn, ha, hb, hv⟩ := ground_equations h
  have hs : Real.sqrt 2 * t ≠ 0 := mul_ne_zero (by positivity) ht
  -- the two ionic trial states bound the energy from above
  have e1 := h.2.2 ![1, 0, 0]
  have e2 := h.2.2 ![0, 1, 0]
  simp [singletMatrix, Matrix.mulVec, dotProduct, Fin.sum_univ_three] at e1 e2
  -- equality with an ionic level would force the vector to vanish
  have n1 : U - e + d ≠ 0 := by
    intro h0
    rw [h0, zero_mul] at ha
    have hc : c = 0 := (mul_eq_zero.mp ha.symm).resolve_left hs
    rw [hc, mul_zero] at hb hv
    have hab : a + b = 0 := (mul_eq_zero.mp (neg_eq_zero.mp hv.symm)).resolve_left hs
    have hdb : d * b = 0 := by linear_combination (-1 / 2) * hb + (1 / 2) * b * h0
    have hb0 : b = 0 := (mul_eq_zero.mp hdb).resolve_left hd
    have ha0 : a = 0 := by linarith
    rw [ha0, hb0, hc] at hn
    norm_num at hn
  have n2 : U - e - d ≠ 0 := by
    intro h0
    rw [h0, zero_mul] at hb
    have hc : c = 0 := (mul_eq_zero.mp hb.symm).resolve_left hs
    rw [hc, mul_zero] at ha hv
    have hab : a + b = 0 := (mul_eq_zero.mp (neg_eq_zero.mp hv.symm)).resolve_left hs
    have hda : d * a = 0 := by linear_combination (1 / 2) * ha - (1 / 2) * a * h0
    have ha0 : a = 0 := (mul_eq_zero.mp hda).resolve_left hd
    have hb0 : b = 0 := by linarith
    rw [ha0, hb0, hc] at hn
    norm_num at hn
  have p1 : 0 < U - e + d := lt_of_le_of_ne (by linarith) (Ne.symm n1)
  have p2 : 0 < U - e - d := lt_of_le_of_ne (by linarith) (Ne.symm n2)
  refine ⟨abs_lt.mpr ⟨by linarith, by linarith⟩, ?_⟩
  intro hc
  rw [hc, mul_zero] at ha hb
  have ha0 : a = 0 := (mul_eq_zero.mp ha).resolve_left n1
  have hb0 : b = 0 := (mul_eq_zero.mp hb).resolve_left n2
  rw [ha0, hb0, hc] at hn
  norm_num at hn
```

For the secular equation, `mul_left_cancel₀` removes the factor \(c\), and `linear_combination` checks the elimination as a weighted sum of the component equations.

```lean
/-- The secular equation for the ground energy at nonzero hopping and asymmetry, written in
terms of `U - e`. -/
theorem secular_equation (ht : t ≠ 0) (hd : d ≠ 0)
    (h : IsGroundVector (singletMatrix t U d) e ![a, b, c]) :
    (U - e) * ((U - e) ^ 2 - d ^ 2 - 4 * t ^ 2) = U * ((U - e) ^ 2 - d ^ 2) := by
  obtain ⟨-, ha, hb, hv⟩ := ground_equations h
  have h2 : Real.sqrt 2 ^ 2 = 2 := Real.sq_sqrt (by norm_num)
  apply mul_left_cancel₀ (below_ionic_levels ht hd h).2
  linear_combination (-((U - e) ^ 2 - d ^ 2)) * hv
    + Real.sqrt 2 * t * (U - e - d) * ha + Real.sqrt 2 * t * (U - e + d) * hb
    + 2 * t ^ 2 * (U - e) * c * h2
```

In the next proof `hp` is the product relation for \(ab\), and `hq` is the positivity that permits the cancellation.

```lean
/-- At nonzero hopping and asymmetry, the departure `c² - 2ab` of a ground vector from the relation
`c² = 2ab` of a doubly filled orbital, multiplied by `U - e`, equals `U c²`. -/
theorem covalent_excess (ht : t ≠ 0) (hd : d ≠ 0)
    (h : IsGroundVector (singletMatrix t U d) e ![a, b, c]) :
    (U - e) * (c ^ 2 - 2 * a * b) = U * c ^ 2 := by
  obtain ⟨-, ha, hb, -⟩ := ground_equations h
  have h2 : Real.sqrt 2 ^ 2 = 2 := Real.sq_sqrt (by norm_num)
  obtain ⟨l, r⟩ := abs_lt.mp (below_ionic_levels ht hd h).1
  have hq : 0 < (U - e) ^ 2 - d ^ 2 := by
    have := mul_pos (show 0 < U - e + d by linarith) (show 0 < U - e - d by linarith)
    linarith
  have hp : 2 * a * b * ((U - e) ^ 2 - d ^ 2) = 4 * t ^ 2 * c ^ 2 := by
    linear_combination 2 * b * (U - e - d) * ha + 2 * (Real.sqrt 2 * t) * c * hb
      + 2 * t ^ 2 * c ^ 2 * h2
  apply mul_left_cancel₀ hq.ne'
  linear_combination c ^ 2 * secular_equation ht hd h - (U - e) * hp
```

The charge balance needs neither nonzero condition.

```lean
/-- The charge transfer `a² - b²` of a ground vector is tied to the asymmetry `d` through
the total ionic amplitude `a + b`. -/
theorem charge_transfer (h : IsGroundVector (singletMatrix t U d) e ![a, b, c]) :
    (U - e) * (a ^ 2 - b ^ 2) = -d * (a + b) ^ 2 := by
  obtain ⟨-, ha, hb, -⟩ := ground_equations h
  linear_combination (a + b) * (ha - hb)
```

## No interaction, repulsion, attraction

At \(U=0\) the signed value follows: charge moves to the site of lower energy.

```lean
/-- Without interaction, and for nonzero hopping and asymmetry, the charge transfer of every
real unit ground vector is `-d / √(d² + 4t²)`. -/
theorem noninteracting_value (ht : t ≠ 0) (hd : d ≠ 0)
    (h : IsGroundVector (singletMatrix t 0 d) e ![a, b, c]) :
    a ^ 2 - b ^ 2 = -d / Real.sqrt (d ^ 2 + 4 * t ^ 2) := by
  have hw : 0 < 0 - e := lt_of_le_of_lt (abs_nonneg d) (below_ionic_levels ht hd h).1
  have hs := secular_equation ht hd h
  have hk := covalent_excess ht hd h
  rw [zero_mul] at hs hk
  have h1 := (mul_eq_zero.mp hs).resolve_left hw.ne'
  have h2 := (mul_eq_zero.mp hk).resolve_left hw.ne'
  have hS : (a + b) ^ 2 = 1 := by linear_combination (ground_equations h).1 - h2
  rw [show d ^ 2 + 4 * t ^ 2 = (0 - e) ^ 2 by linear_combination -h1,
    Real.sqrt_sq hw.le, eq_div_iff hw.ne']
  linear_combination charge_transfer h - d * hS
```

Under repulsion, `hR` is the bound on \(w\) and `hS` the bound on \((a+b)^2\); `i1` and `i2` insert them into the charge balance `hx`.

```lean
/-- Repulsion screens charge transfer: for `U > 0` and nonzero hopping and asymmetry, every
real unit ground vector has `|a² - b²|` strictly below `|d| / √(d² + 4t²)`. -/
theorem repulsion_screens (ht : t ≠ 0) (hd : d ≠ 0) (hU : 0 < U)
    (h : IsGroundVector (singletMatrix t U d) e ![a, b, c]) :
    |a ^ 2 - b ^ 2| < |d| / Real.sqrt (d ^ 2 + 4 * t ^ 2) := by
  obtain ⟨hg, hc⟩ := below_ionic_levels ht hd h
  have hw : 0 < U - e := lt_of_le_of_lt (abs_nonneg d) hg
  have hq : 0 < (U - e) ^ 2 - d ^ 2 := sub_pos.mpr (sq_lt_sq.mpr (by rwa [abs_of_pos hw]))
  -- repulsion pushes `U - e` above its noninteracting value
  have h1 : 0 < (U - e) ^ 2 - d ^ 2 - 4 * t ^ 2 :=
    pos_of_mul_pos_right (by rw [secular_equation ht hd h]; exact mul_pos hU hq) hw.le
  -- and favours the covalent configuration
  have h2 : 0 < c ^ 2 - 2 * a * b :=
    pos_of_mul_pos_right (by rw [covalent_excess ht hd h]; positivity) hw.le
  have hS : (a + b) ^ 2 < 1 := by linarith [(ground_equations h).1, add_sq a b]
  have hR : Real.sqrt (d ^ 2 + 4 * t ^ 2) < U - e := (Real.sqrt_lt' hw).mpr (by linarith)
  have hx := congrArg abs (charge_transfer h)
  rw [abs_mul, abs_mul, abs_neg, abs_of_pos hw, abs_of_nonneg (sq_nonneg (a + b))] at hx
  rw [lt_div_iff₀ (by positivity)]
  have i1 := mul_le_mul_of_nonneg_left hR.le (abs_nonneg (a ^ 2 - b ^ 2))
  have i2 := mul_lt_mul_of_pos_left hS (abs_pos.mpr hd)
  linarith
```

For attraction the same two bounds are reversed.

```lean
/-- Attraction enhances charge transfer: for `U < 0` and nonzero hopping and asymmetry, every
real unit ground vector has `|a² - b²|` strictly above `|d| / √(d² + 4t²)`. -/
theorem attraction_enhances (ht : t ≠ 0) (hd : d ≠ 0) (hU : U < 0)
    (h : IsGroundVector (singletMatrix t U d) e ![a, b, c]) :
    |d| / Real.sqrt (d ^ 2 + 4 * t ^ 2) < |a ^ 2 - b ^ 2| := by
  obtain ⟨hg, hc⟩ := below_ionic_levels ht hd h
  have hw : 0 < U - e := lt_of_le_of_lt (abs_nonneg d) hg
  have hq : 0 < (U - e) ^ 2 - d ^ 2 := sub_pos.mpr (sq_lt_sq.mpr (by rwa [abs_of_pos hw]))
  -- both inequalities of the repulsive case are reversed
  have h1 : (U - e) ^ 2 - d ^ 2 - 4 * t ^ 2 < 0 := by
    by_contra hn
    have := mul_nonneg hw.le (not_lt.mp hn)
    linarith [secular_equation ht hd h, mul_neg_of_neg_of_pos hU hq]
  have h2 : c ^ 2 - 2 * a * b < 0 := by
    by_contra hn
    have := mul_nonneg hw.le (not_lt.mp hn)
    have hc2 : 0 < c ^ 2 := by positivity
    linarith [covalent_excess ht hd h, mul_neg_of_neg_of_pos hU hc2]
  have hS : 1 < (a + b) ^ 2 := by linarith [(ground_equations h).1, add_sq a b]
  have hR : U - e ≤ Real.sqrt (d ^ 2 + 4 * t ^ 2) := Real.le_sqrt_of_sq_le (by linarith)
  have hx := congrArg abs (charge_transfer h)
  rw [abs_mul, abs_mul, abs_neg, abs_of_pos hw, abs_of_nonneg (sq_nonneg (a + b))] at hx
  rw [div_lt_iff₀ (by positivity)]
  have i1 := mul_le_mul_of_nonneg_left hR (abs_nonneg (a ^ 2 - b ^ 2))
  have i2 := mul_lt_mul_of_pos_left hS (abs_pos.mpr hd)
  linarith
```

## The interacting example verified

The vector from the opening meets the definition, so the repulsive theorem is not vacuous. Minimality holds because
\[ x\cdot Hx+\tfrac56\,x\cdot x=3\left(x_0-\tfrac{x_2}{3}\right)^2+2\left(x_1-\tfrac{x_2}{2}\right)^2\ge0. \]

```lean
/-- At `t = √2/2`, `U = 5/3`, `d = 1/2` the vector `(2, 3, 6)/7` is a unit ground vector with
energy `-5/6`. -/
theorem ground_vector_witness :
    IsGroundVector (singletMatrix (Real.sqrt 2 / 2) (5 / 3) (1 / 2)) (-5 / 6)
      ![2 / 7, 3 / 7, 6 / 7] := by
  have h2 : Real.sqrt 2 ^ 2 = 2 := Real.sq_sqrt (by norm_num)
  have h : Real.sqrt 2 * (Real.sqrt 2 / 2) = 1 := by linear_combination h2 / 2
  have hM : singletMatrix (Real.sqrt 2 / 2) (5 / 3) (1 / 2)
      = !![13 / 6, 0, -1; 0, 7 / 6, -1; -1, -1, 0] := by
    unfold singletMatrix
    rw [h]
    norm_num
  rw [hM]
  refine ⟨?_, ?_, fun x => ?_⟩
  · simp [dotProduct, Fin.sum_univ_three]
    norm_num
  · ext i
    fin_cases i <;> simp [Matrix.mulVec, dotProduct, Fin.sum_univ_three] <;> norm_num
  · -- the energy above `-5/6` is a sum of two squares
    simp [Matrix.mulVec, dotProduct, Fin.sum_univ_three]
    nlinarith [sq_nonneg (x 0 - x 2 / 3), sq_nonneg (x 1 - x 2 / 2)]

end HubbardDimerScreening
```

```lean
#print axioms HubbardDimerScreening.noninteracting_value
#print axioms HubbardDimerScreening.repulsion_screens
#print axioms HubbardDimerScreening.attraction_enhances
```

```
'HubbardDimerScreening.noninteracting_value' depends on axioms: [propext, Classical.choice, Quot.sound]
'HubbardDimerScreening.repulsion_screens' depends on axioms: [propext, Classical.choice, Quot.sound]
'HubbardDimerScreening.attraction_enhances' depends on axioms: [propext, Classical.choice, Quot.sound]
```
